# A pairwise lattice gas has submodular energy exactly when no two sites repel

Suppose atoms adsorbed on a surface can be exchanged with a reservoir, and two occupation patterns share the lowest energy. Can their occupied sites be merged into another lowest-energy pattern? If the atoms interact only in pairs and no pair repels, the answer is yes.

In Lean 4 with Mathlib:

```lean
import Mathlib

open Finset

namespace AttractiveLatticeGas

noncomputable section

variable {α : Type*} [DecidableEq α]
```

A configuration is a finite set $S$ of occupied sites, a `Finset α`. With pair energies $V_{ij}$ and site chemical potentials $\mu_i$, its energy is

$$E(S)=\tfrac12\sum_{\substack{i,j\in S\\ i\ne j}}V_{ij}-\sum_{i\in S}\mu_i .$$

The half compensates for counting each pair in both orders, and diagonal entries of $V$ play no role. For adsorbed atoms, $\mu_i$ is the chemical potential of the reservoir minus the energy of a lone atom on site $i$, so $E$ already includes the exchange with the reservoir.

```lean
/-- Energy of the lattice gas with occupied sites `S`: each pair of distinct occupied sites
contributes `(V i j + V j i) / 2`, and each occupied site contributes `-μ i`. -/
def energy (V : α → α → ℝ) (μ : α → ℝ) (S : Finset α) : ℝ :=
  (∑ i ∈ S, ∑ j ∈ S, if i = j then 0 else V i j) / 2 - ∑ i ∈ S, μ i
```

The coupling of two clusters is $W(A,B)=\sum_{i\in A}\sum_{j\in B}V_{ij}$. It is used below only for disjoint clusters.

```lean
/-- The sum of `V i j` over all `i` in `A` and all `j` in `B`. -/
def coupling (V : α → α → ℝ) (A B : Finset α) : ℝ := ∑ i ∈ A, ∑ j ∈ B, V i j
```

Attraction means $V_{ij}\le 0$ for distinct sites, so non-interacting pairs are allowed.

```lean
/-- The pair energy of any two distinct sites is nonpositive. -/
def Attractive (V : α → α → ℝ) : Prop := ∀ i j, i ≠ j → V i j ≤ 0
```

A ground state minimises $E$ over all finite configurations.

```lean
/-- The configuration `S` has the lowest energy among all finite configurations,
with the particle number free to vary. -/
def IsGroundState (V : α → α → ℝ) (μ : α → ℝ) (S : Finset α) : Prop :=
  ∀ T, energy V μ S ≤ energy V μ T
```

The model is classical, with pair interactions only. For a cluster expansion truncated at pairs, the absence of repulsive pairs guarantees that ground states can be combined by union and intersection. With a repulsive pair present, the answer can depend on the chemical potentials.

## Pair energies independent of order

The hypothesis `hV` says $V_{ij}=V_{ji}$: a pair has one energy, whichever site is named first. For disjoint $A$ and $B$, the double sum over $A\cup B$ splits into two internal parts and two cross parts. Symmetry makes the cross parts equal, and the half leaves one of them:

$$E(A\cup B)=E(A)+E(B)+W(A,B).$$

In the proof, `h1` and `h2` evaluate the two cross sums; `hV` enters in `h2`.

```lean
/-- For symmetric `V`, the energy of two disjoint clusters is the sum of their energies plus their
coupling. -/
theorem energy_union_disjoint {V : α → α → ℝ} (μ : α → ℝ) (hV : ∀ i j, V i j = V j i)
    {A B : Finset α} (h : Disjoint A B) :
    energy V μ (A ∪ B) = energy V μ A + energy V μ B + coupling V A B := by
  have hne : ∀ i ∈ A, ∀ j ∈ B, i ≠ j := by
    intro i hi j hj e
    rw [e] at hi
    exact Finset.disjoint_left.mp h hi hj
  -- both orderings of the cross pairs give the coupling
  have h1 : (∑ i ∈ A, ∑ j ∈ B, if i = j then 0 else V i j) = coupling V A B :=
    Finset.sum_congr rfl fun i hi => Finset.sum_congr rfl fun j hj => if_neg (hne i hi j hj)
  have h2 : (∑ i ∈ B, ∑ j ∈ A, if i = j then 0 else V i j) = coupling V A B := by
    rw [Finset.sum_comm]
    refine Finset.sum_congr rfl fun i hi => Finset.sum_congr rfl fun j hj => ?_
    exact (if_neg (hne i hi j hj).symm).trans (hV j i)
  unfold energy
  simp only [Finset.sum_union h, Finset.sum_add_distrib]
  linarith
```

For arbitrary $A$ and $B$, put $D=A\setminus B$, $D'=B\setminus A$ and $I=A\cap B$. Adding $D$ first to $B$ and then to $I$ gives

$$E(A\cup B)=E(D)+E(B)+W(D,B),\qquad E(A)=E(D)+E(I)+W(D,I).$$

Since $W(D,B)=W(D,D')+W(D,I)$, subtraction yields

$$E(A\cup B)+E(A\cap B)=E(A)+E(B)+W(D,D').$$

The relations for $E(A\cup B)$ and $E(A)$ and the splitting of $W(D,B)$ are `h1`, `h2` and `h3` below.

```lean
/-- For symmetric `V`, replacing two configurations by their union and intersection changes the
total energy by exactly the coupling between the sites occupied only in `A` and those occupied only
in `B`. -/
theorem energy_union_add_inter {V : α → α → ℝ} (μ : α → ℝ) (hV : ∀ i j, V i j = V j i)
    (A B : Finset α) :
    energy V μ (A ∪ B) + energy V μ (A ∩ B)
      = energy V μ A + energy V μ B + coupling V (A \ B) (B \ A) := by
  have hB : (B \ A) ∪ (A ∩ B) = B := by
    ext x
    simp only [Finset.mem_union, Finset.mem_sdiff, Finset.mem_inter]
    tauto
  have d1 : Disjoint (A \ B) (A ∩ B) := Finset.disjoint_left.mpr fun x hx hy =>
    (Finset.mem_sdiff.mp hx).2 (Finset.mem_inter.mp hy).2
  have d2 : Disjoint (B \ A) (A ∩ B) := Finset.disjoint_left.mpr fun x hx hy =>
    (Finset.mem_sdiff.mp hx).2 (Finset.mem_inter.mp hy).1
  -- add the sites of `A \ B` first to `B`, then to `A ∩ B`, and compare
  have h1 := energy_union_disjoint μ hV (Finset.sdiff_disjoint : Disjoint (A \ B) B)
  rw [Finset.sdiff_union_self_eq_union] at h1
  have h2 := energy_union_disjoint μ hV d1
  rw [Finset.sdiff_union_inter] at h2
  have h3 : coupling V (A \ B) B
      = coupling V (A \ B) (B \ A) + coupling V (A \ B) (A ∩ B) := by
    unfold coupling
    rw [← Finset.sum_add_distrib]
    refine Finset.sum_congr rfl fun i _ => ?_
    rw [← Finset.sum_union d2, hB]
  linarith
```

Without symmetry, $E$ sees only $V_{ij}+V_{ji}$. With $V_{12}=1$ and $V_{21}=-3$ on two sites, the energy is submodular although one entry is positive.

## No repulsion between distinct sites

Under attraction, every term of $W(D,D')$ is nonpositive, because $D$ and $D'$ share no site.

```lean
omit [DecidableEq α] in
/-- In an attractive gas the coupling between disjoint clusters is nonpositive. -/
theorem coupling_nonpos {V : α → α → ℝ} (hA : Attractive V) {A B : Finset α}
    (h : Disjoint A B) : coupling V A B ≤ 0 := by
  refine Finset.sum_nonpos fun i hi => Finset.sum_nonpos fun j hj => hA i j ?_
  intro e
  rw [e] at hi
  exact Finset.disjoint_left.mp h hi hj
```

The identity then gives submodularity,

$$E(A\cup B)+E(A\cap B)\le E(A)+E(B).$$

Conversely, taking $A=\{i\}$ and $B=\{j\}$ with $i\ne j$ reduces the coupling to $V_{ij}$, so the inequality forces $V_{ij}\le0$. A single repulsive pair therefore breaks submodularity, whatever the chemical potentials.

```lean
/-- For symmetric `V`, the lattice-gas energy is submodular if and only if the gas is attractive. -/
theorem submodular_iff_attractive {V : α → α → ℝ} (μ : α → ℝ) (hV : ∀ i j, V i j = V j i) :
    (∀ A B, energy V μ (A ∪ B) + energy V μ (A ∩ B) ≤ energy V μ A + energy V μ B)
      ↔ Attractive V := by
  constructor
  · intro h i j hij
    -- two singly occupied configurations isolate one pair energy
    have h1 := h {i} {j}
    rw [energy_union_add_inter μ hV,
      Finset.sdiff_eq_self_of_disjoint (Finset.disjoint_singleton.mpr hij),
      Finset.sdiff_eq_self_of_disjoint (Finset.disjoint_singleton.mpr hij.symm)] at h1
    have h2 : coupling V {i} {j} = V i j := by simp [coupling]
    linarith
  · intro hA A B
    have h1 := energy_union_add_inter μ hV A B
    have h2 := coupling_nonpos hA (disjoint_sdiff_sdiff : Disjoint (A \ B) (B \ A))
    linarith
```

## Minimality with free particle number

`IsGroundState` describes a system exchanging particles with a reservoir at zero temperature. If $A$ and $B$ both have the minimum energy $E_0$, submodularity gives $E(A\cup B)+E(A\cap B)\le 2E_0$. Neither term can lie below $E_0$, so both equal it. The proof compares with an arbitrary `T` and uses minimality against the other combined configuration.

```lean
/-- In an attractive gas the union and the intersection of two ground states are
ground states. -/
theorem groundState_union_inter {V : α → α → ℝ} {μ : α → ℝ} (hV : ∀ i j, V i j = V j i)
    (hA : Attractive V) {A B : Finset α} (gA : IsGroundState V μ A)
    (gB : IsGroundState V μ B) :
    IsGroundState V μ (A ∪ B) ∧ IsGroundState V μ (A ∩ B) := by
  have h := (submodular_iff_attractive μ hV).mpr hA A B
  constructor
  · intro T
    linarith [gA T, gB (A ∩ B)]
  · intro T
    linarith [gA T, gB (A ∪ B)]
```

Equality also forces $W(D,D')=0$. A sum of nonpositive terms vanishes only if each term does, so $V_{ij}=0$ for every $i\in D$ and $j\in D'$. The proof applies this fact first to the outer sum and then to the inner one.

```lean
/-- In an attractive gas, a site occupied only in the first of two ground states has zero pair
energy with every site occupied only in the second. -/
theorem groundStates_decoupled {V : α → α → ℝ} {μ : α → ℝ} (hV : ∀ i j, V i j = V j i)
    (hA : Attractive V) {A B : Finset α} (gA : IsGroundState V μ A)
    (gB : IsGroundState V μ B) {i j : α} (hi : i ∈ A \ B) (hj : j ∈ B \ A) : V i j = 0 := by
  have hd : Disjoint (A \ B) (B \ A) := disjoint_sdiff_sdiff
  have hterm : ∀ x ∈ A \ B, ∀ y ∈ B \ A, V x y ≤ 0 := by
    intro x hx y hy
    refine hA x y fun e => ?_
    rw [e] at hx
    exact Finset.disjoint_left.mp hd hx hy
  -- minimality forces the nonpositive coupling to vanish, hence each of its terms
  have h0 : ∑ x ∈ A \ B, ∑ y ∈ B \ A, V x y = 0 := by
    have h1 := energy_union_add_inter μ hV A B
    have h2 := coupling_nonpos hA hd
    unfold coupling at h1 h2
    linarith [gA (A ∪ B), gB (A ∩ B)]
  have h3 := (Finset.sum_eq_zero_iff_of_nonpos
    fun x hx => Finset.sum_nonpos (hterm x hx)).mp h0 i hi
  exact (Finset.sum_eq_zero_iff_of_nonpos (hterm i hi)).mp h3 j hj
```

At fixed particle number closure can fail: on two equivalent sites holding one particle, $\{1\}$ and $\{2\}$ are both minimal, but their union holds two particles.

## Strict attraction

If $V_{ij}<0$ for all distinct sites, $D$ and $D'$ cannot both be nonempty, so one ground state contains the other. The proof picks a site from each difference and contradicts the vanishing pair energy.

```lean
/-- If every pair of distinct sites attracts strictly, then of any two ground states one
contains the other. -/
theorem groundStates_nested {V : α → α → ℝ} {μ : α → ℝ} (hV : ∀ i j, V i j = V j i)
    (hs : ∀ i j, i ≠ j → V i j < 0) {A B : Finset α} (gA : IsGroundState V μ A)
    (gB : IsGroundState V μ B) : A ⊆ B ∨ B ⊆ A := by
  by_contra hc
  obtain ⟨h1, h2⟩ := not_or.mp hc
  obtain ⟨i, hiA, hiB⟩ := Finset.not_subset.mp h1
  obtain ⟨j, hjB, hjA⟩ := Finset.not_subset.mp h2
  have h0 := groundStates_decoupled hV (fun x y h => (hs x y h).le) gA gB
    (Finset.mem_sdiff.mpr ⟨hiA, hiB⟩) (Finset.mem_sdiff.mpr ⟨hjB, hjA⟩)
  have hij : i ≠ j := fun e => hiB (e ▸ hjB)
  linarith [hs i j hij]
```

Without strictness, two non-interacting sites with $\mu_1=\mu_2=0$ have the ground states $\{1\}$ and $\{2\}$, which are not nested.

## A finite lattice with adjustable site potentials

On a finite lattice, closure under union for every choice of $\mu$ implies attraction. Suppose $V_{ij}>0$ for some $i\ne j$, and let $M=\sum_{x,y}|V_{xy}|$. Set $\mu_i=\mu_j=0$ and $\mu_k=-M$ elsewhere, so that occupying any other site costs $M$.

If another site is occupied, the pair energy is at least $-M/2$ and the site cost at least $M$, so $E\ge M/2\ge0$. Otherwise $E$ is $0$ or $V_{ij}$. Hence $\{i\}$ and $\{j\}$ are ground states at energy zero, while their union has energy $V_{ij}>0$. The bound $E\ge0$ is `hnn`, proved by the same two cases.

```lean
/-- On a finite lattice with symmetric `V`, the gas is attractive if and only if, for every choice
of site chemical potentials, the union of two ground states is a ground state. -/
theorem attractive_iff_groundStates_union_closed [Fintype α] {V : α → α → ℝ}
    (hV : ∀ i j, V i j = V j i) :
    Attractive V ↔ ∀ (μ : α → ℝ) (A B : Finset α), IsGroundState V μ A →
      IsGroundState V μ B → IsGroundState V μ (A ∪ B) := by
  refine ⟨fun hA μ A B gA gB => (groundState_union_inter hV hA gA gB).1, ?_⟩
  intro h i j hij
  by_contra hc
  have hpos : 0 < V i j := not_le.mp hc
  obtain ⟨M, hM⟩ : ∃ M : ℝ, M = ∑ x, ∑ y, |V x y| := ⟨_, rfl⟩
  have hM0 : 0 ≤ M := by rw [hM]; positivity
  -- penalize every site other than the repulsive pair
  obtain ⟨μ, hμ⟩ : ∃ μ : α → ℝ, μ = fun x => if x = i ∨ x = j then 0 else -M := ⟨_, rfl⟩
  have hμi : μ i = 0 := by simp [hμ]
  have hμj : μ j = 0 := by simp [hμ]
  have hμk : ∀ k, k ≠ i → k ≠ j → μ k = -M := by
    intro k h1 h2
    simp [hμ, h1, h2]
  have hμle : ∀ k, μ k ≤ 0 := by
    intro k
    rw [hμ]
    dsimp only
    split_ifs <;> linarith
  have hnn : ∀ T, 0 ≤ energy V μ T := by
    intro T
    unfold energy
    by_cases hT : ∃ k ∈ T, k ≠ i ∧ k ≠ j
    · obtain ⟨k, hk, hki, hkj⟩ := hT
      have a := Finset.single_le_sum (f := fun x => -μ x)
        (fun x _ => neg_nonneg.mpr (hμle x)) hk
      simp only [Finset.sum_neg_distrib, hμk k hki hkj] at a
      have b : -(∑ x ∈ T, ∑ y ∈ T, if x = y then 0 else V x y) ≤ M := by
        rw [hM, ← Finset.sum_neg_distrib]
        refine le_trans (Finset.sum_le_sum (g := fun x => ∑ y, |V x y|) fun x _ => ?_)
          (Finset.sum_le_sum_of_subset_of_nonneg (Finset.subset_univ T)
            fun x _ _ => Finset.sum_nonneg fun y _ => abs_nonneg _)
        rw [← Finset.sum_neg_distrib]
        refine le_trans (Finset.sum_le_sum (g := fun y => |V x y|) fun y _ => ?_)
          (Finset.sum_le_sum_of_subset_of_nonneg (Finset.subset_univ T)
            fun y _ _ => abs_nonneg _)
        split_ifs
        · simp
        · exact neg_le_abs _
      linarith
    · have hT' : ∀ x ∈ T, x = i ∨ x = j := by
        intro x hx
        by_contra hn
        exact hT ⟨x, hx, fun e => hn (Or.inl e), fun e => hn (Or.inr e)⟩
      have a : ∑ x ∈ T, μ x = 0 := Finset.sum_eq_zero fun x hx => by
        rcases hT' x hx with e | e
        · rw [e]; exact hμi
        · rw [e]; exact hμj
      have b : 0 ≤ ∑ x ∈ T, ∑ y ∈ T, if x = y then 0 else V x y := by
        refine Finset.sum_nonneg fun x hx => Finset.sum_nonneg fun y hy => ?_
        split_ifs with e
        · exact le_rfl
        · rcases hT' x hx with p | p <;> rcases hT' y hy with q | q
          · exact absurd (p.trans q.symm) e
          · rw [p, q]; exact hpos.le
          · rw [p, q, hV j i]; exact hpos.le
          · exact absurd (p.trans q.symm) e
      linarith
  -- each single occupation is a ground state, the double occupation is not
  have ei : energy V μ {i} = 0 := by simp [energy, hμi]
  have ej : energy V μ {j} = 0 := by simp [energy, hμj]
  have eu := energy_union_disjoint μ hV (Finset.disjoint_singleton.mpr hij)
  have ec : coupling V {i} {j} = V i j := by simp [coupling]
  have hg := h μ {i} {j} (fun T => ei.le.trans (hnn T)) (fun T => ej.le.trans (hnn T)) {i}
  linarith

end

end AttractiveLatticeGas
```

Finiteness guarantees that $M$ exists; on an infinite lattice the sum may diverge, and this choice of penalty is then unavailable. Varying $\mu$ matters too: on a lattice of just two sites that repel, with both chemical potentials negative, the empty lattice is the only ground state, and closure holds trivially.

```lean
#print axioms AttractiveLatticeGas.submodular_iff_attractive
#print axioms AttractiveLatticeGas.groundStates_nested
#print axioms AttractiveLatticeGas.attractive_iff_groundStates_union_closed
```

```
'AttractiveLatticeGas.submodular_iff_attractive' depends on axioms: [propext, Classical.choice, Quot.sound]
'AttractiveLatticeGas.groundStates_nested' depends on axioms: [propext, Classical.choice, Quot.sound]
'AttractiveLatticeGas.attractive_iff_groundStates_union_closed' depends on axioms: [propext, Classical.choice, Quot.sound]
```
